# In a connected molecule with valences one to four, each independent ring and each pi bond costs two monovalent atoms

## Why does ethene fall short if its graph is a tree?

For a connected molecule, let $h$, $t$ and $c$ be the numbers of atoms that form one, three and four bonds, and let all other atoms form two. I want to know how many hydrogens a skeleton can carry. The rule I was given is $h \le 2c + t + 2$, with equality exactly when the molecular graph is a tree.

Ethane fits: $c = 2$, and $h = 6$ is the full allowance. Ethene also has two tetravalent carbons, so its allowance is again six, but it has only four hydrogens. Yet if I draw one line between each bonded pair, ethene has no ring, so its graph is a tree. Is the rule wrong, or am I counting the wrong thing?

## Neighbours and bond orders give two different counts

The *degree* of an atom is its number of bonded neighbours. Its *valence* is the sum of the bond orders at it. The rule about trees is a statement about degrees, and you have put valences into it. Each carbon in ethene has degree 3 and valence 4. Counted by degree, ethene has $c = 0$, $t = 2$, $h = 4$, and the allowance is $0 + 2 + 2 = 4$, so equality holds, as it should for a tree. Counted by valence, the allowance is 6, and the two missing hydrogens are due to the pi bond. For valences, equality means a tree with only single bonds.

Both versions follow from one formula. Let $V$ be the set of atoms, $E$ the set of bonded pairs, and $b_e$ the order of the bond $e$, a whole number that is at least 1. The valence of atom $v$ is $\mathrm{val}(v) = \sum_{e \ni v} b_e$. Define

$$r = |E| - |V| + 1, \qquad p = \sum_{e \in E} (b_e - 1).$$

For a connected molecule $r$ is the number of independent rings. If all bonds are single, double or triple, $p$ is the number of pi bonds. From here on $h$, $t$ and $c$ count atoms of valence 1, 3 and 4, and all other atoms have valence 2.

### Summing the excess valence in two ways

Each bond has two ends, so it contributes its order to exactly two atoms:

$$\sum_{v} \mathrm{val}(v) = 2 \sum_{e} b_e .$$

Now sum $\mathrm{val}(v) - 2$ over the atoms. A monovalent atom gives $-1$, a divalent one $0$, a trivalent one $1$ and a tetravalent one $2$. Hence

$$\sum_v (\mathrm{val}(v) - 2) = 2c + t - h .$$

By the first identity the same sum is $2\sum_e b_e - 2|V|$. Since $\sum_e b_e = p + |E|$ and $|E| - |V| = r - 1$, it equals $2p + 2r - 2$. Equating the two expressions gives the unsaturation formula

$$h + 2(r + p) = 2c + t + 2 .$$

A connected graph contains a spanning tree, which has $|V| - 1$ edges. So $|E| \ge |V| - 1$, that is, $r \ge 0$. If $r = 0$, there is no edge beyond the spanning tree, and the graph is that tree. Conversely, a tree has $|V| - 1$ edges and therefore $r = 0$.

The number $p$ is a sum of nonnegative terms, so $p \ge 0$, and $p = 0$ exactly when every $b_e$ is 1.

The three claims can now be read off:

- Since $r + p \ge 0$, we have $h \le 2c + t + 2$.
- Equality means $r + p = 0$. As neither term is negative, both vanish, and the molecule is a tree with only single bonds.
- Since $h + t = 2\,(c + t + 1 - r - p)$, the number $h + t$ is even.

If all orders are set to 1, valence becomes degree and $p = 0$, which gives the rule as you were told it.

A cage hydrocarbon with one hydrogen on each carbon and only single bonds has $t = 0$, $h = c$ and $p = 0$. The formula then reduces to $2r = c + 2$. Cubane, with $c = 8$, has five independent rings, one fewer than the six faces of the cube.

### Two atoms, and one atom

The smallest molecule that satisfies the conditions has two atoms joined by one bond. With order 1, as in H₂, $h = 2$ meets the allowance of 2. With order 3, as in N₂, we have $t = 2$ and $h = 0$, and the allowance of 4 is missed by twice the two pi bonds.

A single atom without bonds is also a connected tree, but it has $h = 0$ and an allowance of 2. The equality case therefore needs valence 0 to be excluded.

### What the Lean statements say about molecules

The molecule is a `SimpleGraph V` on a finite type `V` of atoms, so a bonded pair appears once and no atom is bonded to itself. Bond orders are a function `b : Sym2 V → ℕ` on unordered pairs of atoms, and only its values on edges of `G` are used. `valence G b v` is the valence defined above. `atoms f k` counts the atoms to which `f` gives the value `k`; with `f` the valence, the values 1, 3 and 4 of `k` give $h$, $t$ and $c$. The letters stand for valence classes and not for elements: a chlorine atom with one single bond counts in $h$.

`rings G` is $r$ and `piBonds G b` is $p$. Both are integers, so the subtractions are ordinary ones.

There are four main statements:

- `unsaturation_formula` is the displayed formula, for any graph whose valences are all 1, 2, 3 or 4. It does not assume that the graph is connected. For a graph in several pieces it remains true, but `rings G` is then only the expression $|E| - |V| + 1$ and no longer the number of independent rings.
- `hydrogen_bound_multiple_bonds` gives the bound, the equality case and the parity for a connected molecule. Its hypothesis `hb` says that every bonded pair has order at least one, as is the convention when a pair is drawn as bonded in a Lewis structure. Order zero would spoil the equality case: a triangle with orders 1, 1 and 0 has $h = 2$, equal to its allowance, and is not a tree.
- `hydrogen_bound` is the same result with degrees in place of valences, and here equality holds exactly for trees.
- `cage_rings` is the relation $2r = c + 2$, in terms of degrees. It too does not assume connectedness. Despite the name, it includes $c = 0$, where a connected molecule is a single ring of divalent atoms, such as S₈.

The step from this model to a real molecule is the choice of a Lewis structure, which decides who is bonded to whom and with what whole-number order. Benzene has to be entered as one of its Kekulé structures, because an order of 1.5 is not a natural number. Hexavalent sulfur, as in SF₆, violates the condition on valences.

For a connected molecule in which every element has its usual valence (1 for hydrogen and the halogens, 2 for oxygen and sulfur, 3 for nitrogen, 4 for carbon), $r + p$ is the degree of unsaturation that chemists compute from a molecular formula. The parity gives a simple check on an electronic-structure input: in a neutral molecule of H, C, N and O with valences 1, 4, 3 and 2, $h + t$ has the same parity as the number of electrons, so that number is even. If it comes out odd, no Lewis structure with these valences exists, as for the radical NO or when a hydrogen atom has been left out by mistake. This check brings in atomic numbers, of which the theorems know nothing.

```lean
import Mathlib

namespace HydrogenCount

variable {V : Type*} [Fintype V] [DecidableEq V]

/-- The number of atoms to which the assignment `f` (valence or degree) gives the value `k`. -/
def atoms (f : V → ℕ) (k : ℕ) : ℕ := (Finset.univ.filter fun v => f v = k).card

variable (G : SimpleGraph V) [DecidableRel G.Adj]

/-- The valence of an atom: the sum of the bond orders `b` over the bonds that meet it. -/
def valence (b : Sym2 V → ℕ) (v : V) : ℕ :=
  ∑ e ∈ G.edgeFinset.filter (fun e => v ∈ e), b e

/-- The number of independent rings of a connected molecule: bonded pairs minus atoms plus one. -/
def rings : ℤ := (G.edgeFinset.card : ℤ) - (Fintype.card V : ℤ) + 1

/-- The bond order in excess of one, summed over all bonded pairs. If all bonds are single, double
or triple, this is the number of pi bonds. -/
def piBonds (b : Sym2 V → ℕ) : ℤ := ∑ e ∈ G.edgeFinset, ((b e : ℤ) - 1)

/-- The valences of all atoms add up to twice the total bond order. -/
theorem sum_valence (b : Sym2 V → ℕ) :
    ∑ v, valence G b v = 2 * ∑ e ∈ G.edgeFinset, b e := by
  simp only [valence, Finset.sum_filter]
  -- count bond by bond instead of atom by atom
  rw [Finset.sum_comm, Finset.mul_sum]
  refine Finset.sum_congr rfl fun e he => ?_
  induction e using Sym2.ind with
  | _ x y =>
    have hadj : G.Adj x y := by simpa using he
    have hends : Finset.univ.filter (fun v => v ∈ s(x, y)) = {x, y} := by
      ext v
      simp
    rw [← Finset.sum_filter, hends, Finset.sum_pair hadj.ne]
    ring

omit [DecidableEq V] in
/-- If every atom has value 1, 2, 3 or 4, the excess over two, summed over all atoms, is twice
the number of fours plus the number of threes minus the number of ones. -/
theorem sum_excess (f : V → ℕ) (hf : ∀ v, f v = 1 ∨ f v = 2 ∨ f v = 3 ∨ f v = 4) :
    ∑ v, ((f v : ℤ) - 2) = 2 * (atoms f 4 : ℤ) + atoms f 3 - atoms f 1 := by
  have ind : ∀ k, (atoms f k : ℤ) = ∑ v, if f v = k then (1 : ℤ) else 0 := by
    intro k
    simp [atoms]
  rw [ind 4, ind 3, ind 1, Finset.mul_sum, ← Finset.sum_add_distrib,
    ← Finset.sum_sub_distrib]
  refine Finset.sum_congr rfl fun v _ => ?_
  rcases hf v with h | h | h | h <;> norm_num [h]

/-- The unsaturation formula: if all valences are 1, 2, 3 or 4, the number of monovalent atoms plus
twice `rings G + piBonds G b` equals twice the number of tetravalent atoms plus the number of
trivalent ones plus two. The graph need not be connected. -/
theorem unsaturation_formula (b : Sym2 V → ℕ)
    (hv : ∀ v, valence G b v = 1 ∨ valence G b v = 2 ∨ valence G b v = 3 ∨ valence G b v = 4) :
    (atoms (valence G b) 1 : ℤ) + 2 * (rings G + piBonds G b)
      = 2 * (atoms (valence G b) 4 : ℤ) + atoms (valence G b) 3 + 2 := by
  have h1 := sum_excess (valence G b) hv
  have h2 : ∑ v, (valence G b v : ℤ) = 2 * ∑ e ∈ G.edgeFinset, (b e : ℤ) := by
    exact_mod_cast sum_valence G b
  rw [Finset.sum_sub_distrib, h2] at h1
  simp only [Finset.sum_const, Finset.card_univ, nsmul_eq_mul] at h1
  simp only [rings, piBonds, Finset.sum_sub_distrib, Finset.sum_const, nsmul_eq_mul, mul_one]
  linarith

omit [DecidableEq V] in
/-- In a connected molecule the number of rings is never negative, and it is zero exactly when
the molecular graph is a tree. -/
theorem rings_nonneg_and_eq_zero_iff (hG : G.Connected) :
    0 ≤ rings G ∧ (rings G = 0 ↔ G.IsTree) := by
  have hE : Nat.card G.edgeSet = G.edgeFinset.card := by
    rw [Nat.card_eq_fintype_card, SimpleGraph.edgeFinset_card]
  have hV : Nat.card V = Fintype.card V := Nat.card_eq_fintype_card
  have h := hG.card_vert_le_card_edgeSet_add_one
  rw [hE, hV] at h
  rw [SimpleGraph.isTree_iff_connected_and_card, hE, hV]
  unfold rings
  refine ⟨by omega, fun h0 => ⟨hG, by omega⟩, fun h0 => ?_⟩
  have h1 := h0.2
  omega

/-- In a connected molecule with bond orders at least one and valences 1, 2, 3 or 4, the number
of monovalent atoms is at most `2c + t + 2`, for `c` tetravalent and `t` trivalent atoms.
Equality holds exactly for trees with only single bonds, and the number of atoms of odd
valence is even. -/
theorem hydrogen_bound_multiple_bonds (hG : G.Connected) (b : Sym2 V → ℕ)
    (hb : ∀ e ∈ G.edgeFinset, 1 ≤ b e)
    (hv : ∀ v, valence G b v = 1 ∨ valence G b v = 2 ∨ valence G b v = 3 ∨ valence G b v = 4) :
    atoms (valence G b) 1 ≤ 2 * atoms (valence G b) 4 + atoms (valence G b) 3 + 2 ∧
    (atoms (valence G b) 1 = 2 * atoms (valence G b) 4 + atoms (valence G b) 3 + 2 ↔
      G.IsTree ∧ ∀ e ∈ G.edgeFinset, b e = 1) ∧
    Even (atoms (valence G b) 1 + atoms (valence G b) 3) := by
  have hF := unsaturation_formula G b hv
  obtain ⟨hr, hr0⟩ := rings_nonneg_and_eq_zero_iff G hG
  have hterm : ∀ e ∈ G.edgeFinset, (0 : ℤ) ≤ (b e : ℤ) - 1 := by
    intro e he
    have := hb e he
    omega
  have hp : 0 ≤ piBonds G b := Finset.sum_nonneg hterm
  -- no pi bonds means that every bond is single
  have hp0 : piBonds G b = 0 ↔ ∀ e ∈ G.edgeFinset, b e = 1 := by
    unfold piBonds
    rw [Finset.sum_eq_zero_iff_of_nonneg hterm]
    refine forall₂_congr fun e _ => ?_
    omega
  refine ⟨by omega, ?_, ?_⟩
  · rw [← hr0, ← hp0]
    omega
  · rw [Nat.even_iff]
    omega

/-- If all bonds are single, the valence of an atom is its number of neighbours. -/
theorem valence_single (v : V) : valence G (fun _ => 1) v = G.degree v := by
  rw [← G.card_incidenceFinset_eq_degree, G.incidenceFinset_eq_filter]
  simp only [valence, Finset.card_eq_sum_ones]

/-- In a connected graph with all degrees 1, 2, 3 or 4, the number of vertices of degree 1 is at
most `2c + t + 2`, for `c` vertices of degree 4 and `t` of degree 3. Equality holds exactly for
trees, and the number of vertices of odd degree is even. -/
theorem hydrogen_bound (hG : G.Connected)
    (hv : ∀ v, G.degree v = 1 ∨ G.degree v = 2 ∨ G.degree v = 3 ∨ G.degree v = 4) :
    atoms (fun v => G.degree v) 1
      ≤ 2 * atoms (fun v => G.degree v) 4 + atoms (fun v => G.degree v) 3 + 2 ∧
    (atoms (fun v => G.degree v) 1
      = 2 * atoms (fun v => G.degree v) 4 + atoms (fun v => G.degree v) 3 + 2 ↔ G.IsTree) ∧
    Even (atoms (fun v => G.degree v) 1 + atoms (fun v => G.degree v) 3) := by
  have hd : valence G (fun _ => 1) = fun v => G.degree v := funext (valence_single G)
  have h := hydrogen_bound_multiple_bonds G hG (fun _ => 1) (fun _ _ => le_rfl)
    (fun v => by rw [valence_single]; exact hv v)
  rw [hd] at h
  obtain ⟨h1, h2, h3⟩ := h
  exact ⟨h1, h2.trans ⟨fun k => k.1, fun k => ⟨k, fun _ _ => rfl⟩⟩, h3⟩

/-- If all degrees are 1, 2, 3 or 4, none is 3, and there are as many vertices of degree 1 as of
degree 4, then `2 * rings G` is the number of vertices of degree 4 plus two. The graph need not be
connected. -/
theorem cage_rings
    (hv : ∀ v, G.degree v = 1 ∨ G.degree v = 2 ∨ G.degree v = 3 ∨ G.degree v = 4)
    (h3 : atoms (fun v => G.degree v) 3 = 0)
    (hCH : atoms (fun v => G.degree v) 1 = atoms (fun v => G.degree v) 4) :
    2 * rings G = (atoms (fun v => G.degree v) 4 : ℤ) + 2 := by
  have hd : valence G (fun _ => 1) = fun v => G.degree v := funext (valence_single G)
  have h := unsaturation_formula G (fun _ => 1)
    (fun v => by rw [valence_single]; exact hv v)
  have hp : piBonds G (fun _ => 1) = 0 := by simp [piBonds]
  rw [hd, hp, h3, hCH] at h
  push_cast at h
  linarith

end HydrogenCount
```

```lean
#print axioms HydrogenCount.hydrogen_bound_multiple_bonds
#print axioms HydrogenCount.hydrogen_bound
#print axioms HydrogenCount.cage_rings
```

```
'HydrogenCount.hydrogen_bound_multiple_bonds' depends on axioms: [propext, Classical.choice, Quot.sound]
'HydrogenCount.hydrogen_bound' depends on axioms: [propext, Classical.choice, Quot.sound]
'HydrogenCount.cage_rings' depends on axioms: [propext, Classical.choice, Quot.sound]
```

### From bond ends to the equality case in Lean

`sum_valence` is the count of bond ends. The valences are written as a double sum over atoms and bonds, and `Finset.sum_comm` exchanges the order, so that one bond is considered at a time. For a bond `s(x, y)`, the step `hends` shows that the atoms on it are exactly `x` and `y`. They are distinct because adjacent vertices of a simple graph are distinct, which is `hadj.ne`. The bond order is therefore counted twice.

`sum_excess` is the sum of $\mathrm{val}(v) - 2$, stated for any function `f` with values 1 to 4. The auxiliary fact `ind` writes each count as a sum of ones and zeros over the atoms. Both sides are then sums over the same atoms and can be compared term by term. The `rcases` line runs through the four possible values, which give $-1$, $0$, $1$ and $2$.

`unsaturation_formula` combines these two results. It carries the count of bond ends over to the integers, splits the sums that define the excess and `piBonds`, and leaves the remaining linear algebra to `linarith`.

`rings_nonneg_and_eq_zero_iff` takes its graph theory from Mathlib. One lemma says that a connected graph satisfies $|V| \le |E| + 1$, which replaces the spanning-tree argument. Another says that a graph is a tree exactly when it is connected and $|E| + 1 = |V|$. The rest is integer arithmetic, done by `omega`.

In `hydrogen_bound_multiple_bonds`, `hterm` states that no bond contributes a negative amount to $p$. From it follow `hp`, that $p \ge 0$, and `hp0`, that $p = 0$ exactly when all bonds are single. For the latter, a sum of nonnegative terms vanishes only if each term does. The equality case is first rewritten as $r = 0$ and $p = 0$, and `omega` then derives it from the unsaturation formula and the two signs. The bound and the parity come from the same formula.

`valence_single` shows that with all orders equal to one, the valence counts the edges at an atom, and this is its degree. `hydrogen_bound` applies the previous theorem to these orders and removes the condition that all bonds are single, which now holds automatically. `cage_rings` puts $p = 0$, $t = 0$ and $h = c$ into the unsaturation formula and solves for $2r$.
